# A unitary spin-1/2 transporter between non-antipodal directions that preserves the spin component along their normal

For real unit vectors a and b with a · b ≠ −1, the theorem concerns the 2 × 2 matrix U = (1 + (b · σ)(a · σ)) / √(2(1 + a · b)), where σ is the vector of Pauli matrices. It states that UU† = 1, that U(a · σ)U† = b · σ, and that conjugation by U leaves (a × b) · σ unchanged; the vector a × b is not normalised. The proof first shows that the numerator of U times its adjoint is the scalar 2(1 + a · b), which the squared prefactor cancels. It then shows that U(a · σ) = (b · σ)U and that U commutes with (a × b) · σ, and combines each relation with UU† = 1.

In Lean, a first try:

```lean
import Mathlib

open Matrix Complex

namespace GeodesicTriangleHolonomy

noncomputable section

/-- The spin component `a · σ` along a real vector `a`. -/
def pauli (a : Fin 3 → ℝ) : Matrix (Fin 2) (Fin 2) ℂ :=
  !![(a 2 : ℂ), a 0 - I * a 1; a 0 + I * a 1, -(a 2 : ℂ)]

/-- The spin transporter from direction `a` to direction `b`: the matrix
`1 + (b · σ)(a · σ)` divided by `√(2 (1 + a · b))`. -/
def transport (a b : Fin 3 → ℝ) : Matrix (Fin 2) (Fin 2) ℂ :=
  (((√(2 * (1 + a ⬝ᵥ b)))⁻¹ : ℝ) : ℂ) • (1 + pauli b * pauli a)

private lemma pauli_anticomm (a b : Fin 3 → ℝ) :
    pauli a * pauli b + pauli b * pauli a = ((2 * (a ⬝ᵥ b) : ℝ) : ℂ) • 1 := by
  ext i j
  fin_cases i <;> fin_cases j <;> apply Complex.ext <;>
    simp [pauli, dotProduct, Fin.sum_univ_succ] <;> ring

private lemma pauli_sq {a : Fin 3 → ℝ} (ha : a ⬝ᵥ a = 1) : pauli a * pauli a = 1 := by
  have h := pauli_anticomm a a
  rw [ha] at h
  have h2 : pauli a * pauli a = (1 / 2 : ℂ) • (pauli a * pauli a + pauli a * pauli a) := by
    module
  rw [h2, h, smul_smul]
  norm_num

private lemma pauli_conjTranspose (a : Fin 3 → ℝ) : (pauli a)ᴴ = pauli a := by
  ext i j
  fin_cases i <;> fin_cases j <;> apply Complex.ext <;> simp [pauli]

private lemma one_add_dot_pos {a b : Fin 3 → ℝ} (ha : a ⬝ᵥ a = 1) (hb : b ⬝ᵥ b = 1)
    (hab : a ⬝ᵥ b ≠ -1) : 0 < 1 + a ⬝ᵥ b := by
  have h : 0 ≤ 1 + a ⬝ᵥ b := by
    simp only [dotProduct, Fin.sum_univ_three] at *
    nlinarith [sq_nonneg (a 0 + b 0), sq_nonneg (a 1 + b 1), sq_nonneg (a 2 + b 2)]
  exact lt_of_le_of_ne h (fun h0 => hab (by linarith))

/-- Between unit vectors that are not antipodal the transporter is unitary, carries the spin
component along `a` to that along `b`, and leaves the component along `a × b` unchanged. -/
theorem transport_geodesic {a b : Fin 3 → ℝ} (ha : a ⬝ᵥ a = 1) (hb : b ⬝ᵥ b = 1)
    (hab : a ⬝ᵥ b ≠ -1) :
    transport a b * (transport a b)ᴴ = 1 ∧
    transport a b * pauli a * (transport a b)ᴴ = pauli b ∧
    transport a b * pauli (a ⨯₃ b) * (transport a b)ᴴ = pauli (a ⨯₃ b) := by
  have hpos := one_add_dot_pos ha hb hab
  have hA := pauli_sq ha
  have hB := pauli_sq hb
  have hU : (transport a b)ᴴ =
      (((√(2 * (1 + a ⬝ᵥ b)))⁻¹ : ℝ) : ℂ) • (1 + pauli a * pauli b) := by
    simp [transport, Matrix.conjTranspose_smul, Matrix.conjTranspose_mul, pauli_conjTranspose]
  have hk : (√(2 * (1 + a ⬝ᵥ b)))⁻¹ * (√(2 * (1 + a ⬝ᵥ b)))⁻¹ * (2 * (1 + a ⬝ᵥ b)) = 1 := by
    rw [← mul_inv, Real.mul_self_sqrt (by positivity)]
    exact inv_mul_cancel₀ (by positivity)
  -- the unnormalised product is the scalar 2 (1 + a · b)
  have hprod : (1 + pauli b * pauli a) * (1 + pauli a * pauli b)
      = ((2 * (1 + a ⬝ᵥ b) : ℝ) : ℂ) • 1 := by
    calc (1 + pauli b * pauli a) * (1 + pauli a * pauli b)
        = 1 + (pauli a * pauli b + pauli b * pauli a)
          + pauli b * (pauli a * pauli a) * pauli b := by noncomm_ring
      _ = _ := by
        rw [hA, mul_one, hB, pauli_anticomm]
        push_cast
        module
  have hunit : transport a b * (transport a b)ᴴ = 1 := by
    rw [hU, transport, smul_mul_assoc, mul_smul_comm, hprod, smul_smul, smul_smul,
      ← Complex.ofReal_mul, ← Complex.ofReal_mul, ← mul_assoc, hk, Complex.ofReal_one, one_smul]
  have hcarry : transport a b * pauli a = pauli b * transport a b := by
    rw [transport, smul_mul_assoc, mul_smul_comm]
    congr 1
    calc (1 + pauli b * pauli a) * pauli a
        = pauli a + pauli b * (pauli a * pauli a) := by noncomm_ring
      _ = pauli b + pauli b * pauli b * pauli a := by
        rw [hA, hB, mul_one, one_mul, add_comm]
      _ = pauli b * (1 + pauli b * pauli a) := by noncomm_ring
  have hnormal : transport a b * pauli (a ⨯₃ b) = pauli (a ⨯₃ b) * transport a b := by
    rw [transport, smul_mul_assoc, mul_smul_comm]
    congr 1
    ext i j
    fin_cases i <;> fin_cases j <;> apply Complex.ext <;>
      simp [pauli, Matrix.mul_apply, Matrix.one_apply, cross_apply, Fin.sum_univ_succ] <;> ring
  refine ⟨hunit, ?_, ?_⟩
  · rw [hcarry, mul_assoc, hunit, mul_one]
  · rw [hnormal, mul_assoc, hunit, mul_one]

end

end GeodesicTriangleHolonomy
```

Lean reports:

```
Main.lean:71:63: error: Tactic `rewrite` failed: Did not find an occurrence of the pattern
  (√(2 * (1 + a ⬝ᵥ b)))⁻¹ * (√(2 * (1 + a ⬝ᵥ b)))⁻¹ * (2 * (1 + a ⬝ᵥ b))
in the target expression
  ↑((√(2 * (1 + a ⬝ᵥ b)))⁻¹ * (√(2 * (1 + a ⬝ᵥ b)))⁻¹ * 2 * (1 + a ⬝ᵥ b)) • 1 = 1

a b : Fin 3 → ℝ
ha : a ⬝ᵥ a = 1
hb : b ⬝ᵥ b = 1
hab : a ⬝ᵥ b ≠ -1
hpos : 0 < 1 + a ⬝ᵥ b
hA : pauli a * pauli a = 1
hB : pauli b * pauli b = 1
hU : (transport a b)ᴴ = ↑(√(2 * (1 + a ⬝ᵥ b)))⁻¹ • (1 + pauli a * pauli b)
hk : (√(2 * (1 + a ⬝ᵥ b)))⁻¹ * (√(2 * (1 + a ⬝ᵥ b)))⁻¹ * (2 * (1 + a ⬝ᵥ b)) = 1
hprod : (1 + pauli b * pauli a) * (1 + pauli a * pauli b) = ↑(2 * (1 + a ⬝ᵥ b)) • 1
⊢ ↑((√(2 * (1 + a ⬝ᵥ b)))⁻¹ * (√(2 * (1 + a ⬝ᵥ b)))⁻¹ * 2 * (1 + a ⬝ᵥ b)) • 1 = 1
```

What went wrong. The error says that `rw` could not find the left side of `hk` in the goal. The two sides differ only in their bracketing. Write c for the inverse square root. `hk` concerns `c * c * (2 * (1 + a ⬝ᵥ b))`, in which the factor 2(1 + a · b) is kept together, while the goal contains `c * c * 2 * (1 + a ⬝ᵥ b)`. These are equal as real numbers, but `rw` looks for the pattern as written and does not rearrange products by associativity.

The mismatch comes from the step `← mul_assoc`. After the two `smul_smul` rewrites and the two uses of `← Complex.ofReal_mul`, the scalar already has the form that `hk` expects. Rewriting with `← mul_assoc` then turns `x * (y * z)` into `x * y * z` and so breaks up the last factor. The repair deletes that step, so `hk` matches and replaces the real scalar by 1, and `Complex.ofReal_one` and `one_smul` finish the proof of `hunit`.

The repair, with which the file compiles:

```diff
@@ -69,5 +69,5 @@
   have hunit : transport a b * (transport a b)ᴴ = 1 := by
     rw [hU, transport, smul_mul_assoc, mul_smul_comm, hprod, smul_smul, smul_smul,
-      ← Complex.ofReal_mul, ← Complex.ofReal_mul, ← mul_assoc, hk, Complex.ofReal_one, one_smul]
+      ← Complex.ofReal_mul, ← Complex.ofReal_mul, hk, Complex.ofReal_one, one_smul]
   have hcarry : transport a b * pauli a = pauli b * transport a b := by
     rw [transport, smul_mul_assoc, mul_smul_comm]
```
